# Two reflections and the x–y exchange leave 22 free two-centre NDDO integrals in an s, p basis

## Repulsion between two atoms on the z axis

Take two atoms, A and B, on the z axis, each with the real valence orbitals $s$, $p_x$, $p_y$ and $p_z$, written $s, x, y, z$ below. In the NDDO approximation the two-centre electron repulsion integrals that are kept have the form $(ij|kl)$: the product $ij$ is a charge distribution on A, and $kl$ is one on B. Four orbitals give ten unordered products per atom, hence 100 integrals.

Many of these vanish or coincide, because the pair of atoms looks the same after $x\to-x$, after $y\to-y$, and after $x$ and $y$ are exchanged. How many values are still free?

For an s, p basis and these three discrete operations alone, the answer is 22. This bears on semiempirical programs that evaluate such integrals in a bond-aligned frame, since it limits how many separate values are needed per atom pair.

## The statement and its Lean form

An orbital transformation replaces orbital $i$ by $\sum_a R_{ia}\,a$ on both atoms. An array of integrals is invariant under $R$ if, for all $i,j,k,l$,

$$\sum_{a,b,c,d} R_{ia}R_{jb}R_{kc}R_{ld}\,(ab|cd) = (ij|kl).$$

The theorem `finrank_symmetricArrays` says that the real arrays invariant under all three operations form a vector space of dimension 22. The theorem `card_allowed_and_classes` says that 34 integrals are allowed by the reflections, and that they fall into 22 classes under the exchange.

In Lean, `Orb` is the set of four orbitals and `Sym2 Orb` the set of unordered pairs, so $(ij|kl)=(ji|kl)=(ij|lk)$ is built in. A `Label` is one pair on A followed by one pair on B, and an array is any function `Label → ℝ`. The displayed equation is `Invariant R A`, and `symmetricArrays` is the intersection of the three invariant subspaces.

Invariance is a hypothesis here. Physically it holds because the Coulomb interaction depends only on distance and each operation maps both atoms to themselves, but the file constructs neither orbitals nor Coulomb integrals. The atoms may be different elements: no relation between $(ij|kl)$ and $(kl|ij)$ is imposed. Orbitals with d character are not covered.

## Counting the allowed integrals

Each operation sends orbital $i$ to $\varepsilon_i\,\pi(i)$, with a sign $\varepsilon_i$ and a permutation $\pi$. Only one term of the fourfold sum survives:

$$\varepsilon_i\varepsilon_j\varepsilon_k\varepsilon_l\,(\pi(i)\pi(j)|\pi(k)\pi(l)) = (ij|kl).$$

For $x\to-x$ and for $y\to-y$, $\pi$ is the identity. If the product of signs is $-1$, the integral equals its own negative and vanishes. A nonzero integral therefore needs two products of equal parity under each reflection. The ten products sort as follows.

| Odd under | Products | Allowed integrals |
|---|---|---|
| neither reflection | $ss, sz, zz, xx, yy$ | $5^2=25$ |
| $x\to-x$ only | $sx, xz$ | $2^2=4$ |
| $y\to-y$ only | $sy, yz$ | $2^2=4$ |
| both | $xy$ | $1$ |

The total is 34.

For the exchange all signs are $+1$, so exchanged integrals are equal. The exchange fixes the nine integrals built from $ss, sz, zz$, and also $(xy|xy)$. The other 24 form 12 pairs, which gives $10+12=22$ classes. An invariant array is fixed by one real number per class, and any choice of these numbers gives an invariant array, so the dimension is 22.

**An atom with only an s orbital.** If A is hydrogen with its single s orbital, the first product is always $ss$. Five integrals are allowed: $(ss|ss)$, $(ss|sz)$, $(ss|zz)$, $(ss|xx)$ and $(ss|yy)$. The last two are equal, so four values remain. With only an s orbital on B as well, $(ss|ss)$ is the single value.

## One more relation from a general rotation

Rotate by $\theta$ about the bond, so that $x$ becomes $Cx+Sy$, where $C=\cos\theta$ and $S=\sin\theta$. Write $a=(xx|xx)=(yy|yy)$, $b=(xx|yy)=(yy|xx)$ and $d=(xy|xy)$. Integrals such as $(xx|xy)$ vanish by parity, and invariance of $(xx|xx)$ reads

$$a=(C^4+S^4)\,a+2C^2S^2\,b+4C^2S^2\,d.$$

Since $1-C^4-S^4=2C^2S^2$, this becomes $2C^2S^2(a-b-2d)=0$. If $\sin2\theta=2SC\neq0$, then

$$(xy|xy)=\tfrac12\left[(xx|xx)-(xx|yy)\right].$$

The three discrete operations do not imply this relation. The array with $(xy|xy)=1$ and all other entries zero has all three symmetries, but the relation would require $1=0$. A rotation by 90° adds nothing, because it is the exchange combined with a reflection. Actual Coulomb integrals over s and p orbitals are invariant under every rotation about the bond, so they obey the relation, and at most 21 of the 22 values are independent.

## The complete Lean file

```lean
import Mathlib

open Finset

namespace NDDOTwoCentreIntegrals

noncomputable section

/-- The valence orbitals of one atom: s and the three p orbitals, with the bond along z. -/
inductive Orb
  | s | x | y | z
  deriving DecidableEq

instance : Fintype Orb where
  elems := {.s, .x, .y, .z}
  complete := by
    intro a
    cases a <;> simp

/-- A label (ij|kl): one unordered orbital pair on each of the two atoms. -/
abbrev Label := Sym2 Orb × Sym2 Orb

/-- The array (ij|kl) after the orbitals of both atoms are transformed by `R`. -/
def transform (R : Orb → Orb → ℝ) (A : Label → ℝ) (i j k l : Orb) : ℝ :=
  ∑ a, R i a * ∑ b, R j b * ∑ c, R k c * ∑ d, R l d * A (s(a, b), s(c, d))

/-- The array is unchanged when the orbitals of both atoms are transformed by `R`. -/
def Invariant (R : Orb → Orb → ℝ) (A : Label → ℝ) : Prop :=
  ∀ i j k l, transform R A i j k l = A (s(i, j), s(k, l))

/-- The vector space of arrays invariant under `R`. -/
def invariants (R : Orb → Orb → ℝ) : Submodule ℝ (Label → ℝ) where
  carrier := {A | Invariant R A}
  zero_mem' := by
    change ∀ i j k l, transform R 0 i j k l = 0
    intro i j k l
    simp [transform]
  add_mem' := by
    intro A B hA hB
    change ∀ i j k l, transform R (A + B) i j k l = A (s(i, j), s(k, l)) + B (s(i, j), s(k, l))
    intro i j k l
    have h : transform R (A + B) i j k l = transform R A i j k l + transform R B i j k l := by
      simp only [transform, Pi.add_apply, mul_add, sum_add_distrib]
    rw [h, hA i j k l, hB i j k l]
  smul_mem' := by
    intro t A hA
    change ∀ i j k l, transform R (t • A) i j k l = t * A (s(i, j), s(k, l))
    intro i j k l
    have h : transform R (t • A) i j k l = t * transform R A i j k l := by
      simp only [transform, Pi.smul_apply, smul_eq_mul, mul_sum]
      refine sum_congr rfl fun a _ => sum_congr rfl fun b _ =>
        sum_congr rfl fun c _ => sum_congr rfl fun d _ => ?_
      ring
    rw [h, hA i j k l]

/-- The transformation sending orbital `i` to `ε i` times orbital `π i`. -/
def signedPerm (ε : Orb → ℤ) (π : Orb → Orb) : Orb → Orb → ℝ :=
  fun i a => if a = π i then (ε i : ℝ) else 0

/-- Signs of the orbitals under x → -x. -/
def signX : Orb → ℤ
  | .x => -1
  | _ => 1

/-- Signs of the orbitals under y → -y. -/
def signY : Orb → ℤ
  | .y => -1
  | _ => 1

/-- The exchange of the x and y orbitals. -/
def swapXY : Orb → Orb
  | .x => .y
  | .y => .x
  | o => o

/-- Arrays invariant under x → -x, y → -y and the exchange of x and y. -/
def symmetricArrays : Submodule ℝ (Label → ℝ) :=
  invariants (signedPerm signX id) ⊓ invariants (signedPerm signY id) ⊓
    invariants (signedPerm (fun _ => 1) swapXY)

/-- The sign of an orbital product. -/
def pairSign (ε : Orb → ℤ) : Sym2 Orb → ℤ :=
  Sym2.lift ⟨fun a b => ε a * ε b, fun _ _ => mul_comm _ _⟩

/-- An integral is allowed if it is even under both sign flips. -/
abbrev Allowed (p : Label) : Prop :=
  pairSign signX p.1 * pairSign signX p.2 = 1 ∧ pairSign signY p.1 * pairSign signY p.2 = 1

/-- The exchange of x and y in a label (ij|kl). -/
def swapLabel (p : Label) : Label := (p.1.map swapXY, p.2.map swapXY)

/-- For a signed permutation of the orbitals, invariance relates single integrals. -/
theorem invariant_signedPerm (ε : Orb → ℤ) (π : Orb → Orb) (A : Label → ℝ) :
    Invariant (signedPerm ε π) A ↔ ∀ i j k l,
      ((ε i * ε j * ε k * ε l : ℤ) : ℝ) * A (s(π i, π j), s(π k, π l))
        = A (s(i, j), s(k, l)) := by
  simp only [Invariant, transform, signedPerm, ite_mul, zero_mul, sum_ite_eq', mem_univ,
    if_true, Int.cast_mul, mul_assoc]

/-- Invariance under sign changes means that every nonzero integral is even. -/
theorem invariant_flip (ε : Orb → ℤ) (A : Label → ℝ) :
    Invariant (signedPerm ε id) A ↔ ∀ p, A p ≠ 0 → pairSign ε p.1 * pairSign ε p.2 = 1 := by
  rw [invariant_signedPerm]
  constructor
  · rintro h ⟨P, Q⟩ hA
    induction P using Sym2.ind with | _ i j =>
    induction Q using Sym2.ind with | _ k l =>
    have h1 := mul_right_cancel₀ hA ((h i j k l).trans (one_mul _).symm)
    have h2 : ε i * ε j * ε k * ε l = 1 := by exact_mod_cast h1
    change ε i * ε j * (ε k * ε l) = 1
    linear_combination h2
  · intro h i j k l
    by_cases hA : A (s(i, j), s(k, l)) = 0
    · simp [hA]
    · have h1 : ε i * ε j * (ε k * ε l) = 1 := h _ hA
      have h2 : ε i * ε j * ε k * ε l = 1 := by linear_combination h1
      rw [h2]
      simp

/-- An array has the three symmetries exactly when its nonzero integrals are allowed and
integrals related by the exchange of x and y are equal. -/
theorem mem_symmetricArrays (A : Label → ℝ) :
    A ∈ symmetricArrays ↔ (∀ p, A p ≠ 0 → Allowed p) ∧ ∀ p, A (swapLabel p) = A p := by
  have hswap : Invariant (signedPerm (fun _ => 1) swapXY) A ↔
      ∀ p, A (swapLabel p) = A p := by
    rw [invariant_signedPerm]
    simp only [mul_one, Int.cast_one, one_mul]
    constructor
    · rintro h ⟨P, Q⟩
      induction P using Sym2.ind with | _ i j =>
      induction Q using Sym2.ind with | _ k l =>
      exact h i j k l
    · intro h i j k l
      exact h (s(i, j), s(k, l))
  rw [symmetricArrays, Submodule.mem_inf, Submodule.mem_inf]
  constructor
  · rintro ⟨⟨hx, hy⟩, hs⟩
    exact ⟨fun p hp => ⟨(invariant_flip _ A).1 hx p hp, (invariant_flip _ A).1 hy p hp⟩,
      hswap.1 hs⟩
  · rintro ⟨ha, hs⟩
    exact ⟨⟨(invariant_flip _ A).2 fun p hp => (ha p hp).1,
      (invariant_flip _ A).2 fun p hp => (ha p hp).2⟩, hswap.2 hs⟩

/-- Exchanging x and y twice restores a label, and the exchange keeps allowed integrals
allowed. -/
theorem swapLabel_spec :
    ∀ p, swapLabel (swapLabel p) = p ∧ (Allowed p → Allowed (swapLabel p)) := by
  decide +kernel

/-- The symmetry-allowed integrals. -/
abbrev AllowedIntegral := {p : Label // Allowed p}

/-- Two allowed integrals are equivalent if they agree up to the exchange of x and y. -/
def exchangeSetoid : Setoid AllowedIntegral where
  r p q := q.1 = p.1 ∨ q.1 = swapLabel p.1
  iseqv :=
    { refl := fun _ => Or.inl rfl
      symm := by
        rintro p q (h | h)
        · exact Or.inl h.symm
        · exact Or.inr (by rw [h, (swapLabel_spec _).1])
      trans := by
        rintro p q r (h | h) (h' | h')
        · exact Or.inl (h'.trans h)
        · exact Or.inr (by rw [h', h])
        · exact Or.inr (h'.trans h)
        · exact Or.inl (by rw [h', h, (swapLabel_spec _).1]) }

/-- The classes of allowed integrals under the exchange of x and y. -/
abbrev IntegralClass := Quotient exchangeSetoid

instance : Fintype IntegralClass :=
  @Quotient.fintype _ _ exchangeSetoid fun p q =>
    (inferInstance : Decidable (q.1 = p.1 ∨ q.1 = swapLabel p.1))

/-- There are 34 symmetry-allowed integrals, and they fall into 22 classes. -/
theorem card_allowed_and_classes :
    Fintype.card AllowedIntegral = 34 ∧ Fintype.card IntegralClass = 22 := by
  constructor <;> decide +kernel

/-- The array with one prescribed value per class and zeros at the forbidden integrals. -/
def fromClasses (f : IntegralClass → ℝ) (p : Label) : ℝ :=
  if h : Allowed p then f (Quotient.mk exchangeSetoid ⟨p, h⟩) else 0

/-- A symmetric array amounts to one real number for each class of allowed integrals. -/
def classValues : symmetricArrays ≃ₗ[ℝ] (IntegralClass → ℝ) where
  toFun A c := Quotient.lift (fun p : AllowedIntegral => A.1 p.1) (by
    intro p q h
    have h' : q.1 = p.1 ∨ q.1 = swapLabel p.1 := h
    change A.1 p.1 = A.1 q.1
    rcases h' with h' | h'
    · rw [h']
    · rw [h', ((mem_symmetricArrays _).1 A.2).2]) c
  map_add' A B := by
    funext c
    induction c using Quotient.ind with | _ p => rfl
  map_smul' t A := by
    funext c
    induction c using Quotient.ind with | _ p => rfl
  invFun f := ⟨fromClasses f, by
    rw [mem_symmetricArrays]
    refine ⟨fun p hp => by_contra fun h => hp (dif_neg h), fun p => ?_⟩
    by_cases h : Allowed p
    · have h' := (swapLabel_spec p).2 h
      have e1 : fromClasses f p = f (Quotient.mk exchangeSetoid ⟨p, h⟩) := dif_pos h
      have e2 : fromClasses f (swapLabel p)
          = f (Quotient.mk exchangeSetoid ⟨swapLabel p, h'⟩) := dif_pos h'
      have hr : exchangeSetoid.r ⟨swapLabel p, h'⟩ ⟨p, h⟩ :=
        Or.inr (swapLabel_spec p).1.symm
      rw [e1, e2]
      exact congrArg f (Quotient.sound hr)
    · have h' : ¬ Allowed (swapLabel p) := fun h' => h (by
        have h2 := (swapLabel_spec _).2 h'
        rwa [(swapLabel_spec p).1] at h2)
      have e1 : fromClasses f p = 0 := dif_neg h
      have e2 : fromClasses f (swapLabel p) = 0 := dif_neg h'
      rw [e1, e2]⟩
  left_inv A := by
    apply Subtype.ext
    funext p
    by_cases h : Allowed p
    · exact dif_pos h
    · have h0 : A.1 p = 0 :=
        by_contra fun h0 => h (((mem_symmetricArrays _).1 A.2).1 p h0)
      rw [h0]
      exact dif_neg h
  right_inv f := by
    funext c
    induction c using Quotient.ind with | _ p => exact dif_pos p.2

/-- The two-centre arrays invariant under x → -x, y → -y and the exchange of x and y form
a real vector space of dimension 22. -/
theorem finrank_symmetricArrays : Module.finrank ℝ symmetricArrays = 22 := by
  rw [classValues.finrank_eq, Module.finrank_fintype_fun_eq_card]
  exact card_allowed_and_classes.2

/-- Rotation of the orbitals by the angle `θ` about the bond axis. -/
def rotZ (θ : ℝ) : Orb → Orb → ℝ
  | .x, .x => Real.cos θ
  | .x, .y => Real.sin θ
  | .y, .x => -Real.sin θ
  | .y, .y => Real.cos θ
  | .s, .s => 1
  | .z, .z => 1
  | _, _ => 0

/-- If a symmetric array is also invariant under a rotation about the bond by an angle that is
not a multiple of 90 degrees, then (xy|xy) is half the difference of (xx|xx) and (xx|yy). -/
theorem rotation_relation {A : Label → ℝ} (hA : A ∈ symmetricArrays) {θ : ℝ}
    (hθ : Real.sin (2 * θ) ≠ 0) (hR : Invariant (rotZ θ) A) :
    A (s(.x, .y), s(.x, .y)) = (A (s(.x, .x), s(.x, .x)) - A (s(.x, .x), s(.y, .y))) / 2 := by
  obtain ⟨ha, hs⟩ := (mem_symmetricArrays A).1 hA
  have hsum : ∀ f : Orb → ℝ, ∑ a, f a = f .s + f .x + f .y + f .z := by
    intro f
    have hu : (univ : Finset Orb) = {.s, .x, .y, .z} := by decide
    rw [hu]
    simp [add_assoc]
  -- integrals that vanish by parity, and integrals equal by exchange
  have hz : ∀ p, ¬ Allowed p → A p = 0 := fun p hp => by_contra fun h0 => hp (ha p h0)
  have z1 := hz (s(.x, .x), s(.x, .y)) (by decide +kernel)
  have z2 := hz (s(.x, .y), s(.x, .x)) (by decide +kernel)
  have z3 := hz (s(.y, .y), s(.x, .y)) (by decide +kernel)
  have z4 := hz (s(.x, .y), s(.y, .y)) (by decide +kernel)
  have w1 : A (s(.y, .y), s(.y, .y)) = A (s(.x, .x), s(.x, .x)) := hs (s(.x, .x), s(.x, .x))
  have w2 : A (s(.y, .y), s(.x, .x)) = A (s(.x, .x), s(.y, .y)) := hs (s(.x, .x), s(.y, .y))
  have e : s(Orb.y, Orb.x) = s(Orb.x, Orb.y) := Sym2.eq_swap
  -- the rotated (xx|xx) carries the relation
  have h := hR .x .x .x .x
  simp only [transform, hsum, rotZ, zero_mul, zero_add, add_zero, e, z1, z2, z3, z4, w1, w2,
    mul_zero] at h
  have hcs := Real.sin_sq_add_cos_sq θ
  have key : (Real.sin θ * Real.cos θ) ^ 2 * (A (s(.x, .x), s(.x, .x))
      - A (s(.x, .x), s(.y, .y)) - 2 * A (s(.x, .y), s(.x, .y))) = 0 := by
    linear_combination (-1 / 2) * h + A (s(.x, .x), s(.x, .x)) / 2 *
      (Real.sin θ ^ 2 + Real.cos θ ^ 2 + 1) * hcs
  have hne : Real.sin θ * Real.cos θ ≠ 0 := by
    intro h0
    apply hθ
    rw [Real.sin_two_mul]
    linear_combination 2 * h0
  have h3 := (mul_eq_zero.1 key).resolve_left (pow_ne_zero 2 hne)
  linear_combination (-1 / 2) * h3

/-- The array whose only nonzero integral is (xy|xy) = 1. -/
def xyOnly (p : Label) : ℝ := if p = (s(.x, .y), s(.x, .y)) then 1 else 0

/-- The array with (xy|xy) as its only nonzero integral has the three discrete symmetries, but
it is not invariant under rotations about the bond by angles other than multiples of
90 degrees. -/
theorem xyOnly_symmetric_not_rotation_invariant :
    xyOnly ∈ symmetricArrays ∧
      ∀ θ : ℝ, Real.sin (2 * θ) ≠ 0 → ¬ Invariant (rotZ θ) xyOnly := by
  have hmem : xyOnly ∈ symmetricArrays := by
    rw [mem_symmetricArrays]
    constructor
    · intro p hp
      have h : p = (s(.x, .y), s(.x, .y)) := by_contra fun h => hp (if_neg h)
      rw [h]
      decide +kernel
    · have key : ∀ p : Label, swapLabel p = (s(.x, .y), s(.x, .y)) ↔
          p = (s(.x, .y), s(.x, .y)) := by decide +kernel
      intro p
      simp only [xyOnly, key]
  refine ⟨hmem, fun θ hθ hR => ?_⟩
  have h := rotation_relation hmem hθ hR
  have h1 : xyOnly (s(.x, .y), s(.x, .y)) = 1 := if_pos rfl
  have h2 : xyOnly (s(.x, .x), s(.x, .x)) = 0 := if_neg (by decide +kernel)
  have h3 : xyOnly (s(.x, .x), s(.y, .y)) = 0 := if_neg (by decide +kernel)
  rw [h1, h2, h3] at h
  norm_num at h

end

end NDDOTwoCentreIntegrals
```

```lean
#print axioms NDDOTwoCentreIntegrals.finrank_symmetricArrays
#print axioms NDDOTwoCentreIntegrals.xyOnly_symmetric_not_rotation_invariant
```

```
'NDDOTwoCentreIntegrals.finrank_symmetricArrays' depends on axioms: [propext, Classical.choice, Quot.sound]
'NDDOTwoCentreIntegrals.xyOnly_symmetric_not_rotation_invariant' depends on axioms: [propext, Classical.choice, Quot.sound]
```

## From invariance to a finite count

`invariant_signedPerm` collapses the fourfold sum: `sum_ite_eq'` picks the single surviving term of each sum. `invariant_flip` then treats a reflection. Where the integral is nonzero it can be cancelled from both sides, which leaves a sign product equal to 1; conversely, a zero integral satisfies the equation trivially. `mem_symmetricArrays` combines both reflections with the exchange into the two conditions used in the count: nonzero integrals are allowed, and exchanged integrals are equal.

The signs are integers, so whether a label is allowed can be decided by computation. `swapLabel_spec` checks over all labels that the exchange undoes itself and preserves allowedness. This makes `exchangeSetoid` an equivalence relation on allowed integrals. The numbers 34 and 22 come from `decide +kernel`, which enumerates the finite sets where the table above sorts them by parity.

`classValues` is the linear equivalence between symmetric arrays and real functions on the classes. In one direction it reads off the common value on a class; in the other, `fromClasses` assigns the prescribed values and puts zero at forbidden labels. The dimension is then the number of classes.

## The rotation argument in Lean

In `rotation_relation`, `z1` to `z4` are the integrals that vanish by parity, and `w1` and `w2` are the equalities from the exchange. Applying `hR` to $(xx|xx)$ and simplifying gives the equation for $a$, $b$ and $d$. The step `key` is its factored form, divided by 2; `linear_combination` obtains it using $\sin^2\theta+\cos^2\theta=1$. The hypothesis `hθ` makes the trigonometric factor nonzero, so it can be removed.

`xyOnly_symmetric_not_rotation_invariant` first verifies the discrete symmetries of `xyOnly` through `mem_symmetricArrays`. It then assumes invariance under a rotation with $\sin2\theta\neq0$, applies `rotation_relation`, and reaches the contradiction $1=0$.
